# The thermal mean of an observable odd under a symmetry of the Hamiltonian is zero in a finite system

Let $H$ be the Hamiltonian of a system with finitely many states, and let $S$ be an invertible matrix with $SH = HS$. If an observable $A$ changes sign under the symmetry, $SA = -AS$, then

$$\operatorname{tr}\!\left(e^{-bH}A\right) = 0 \quad\text{for every real } b.$$

Here $b$ is the inverse temperature, usually written $\beta$. For Hermitian $H$ and fixed $b$, the thermal mean of $A$ in $H + hV$ also tends to zero as the real field $h$ tends to zero, whatever the matrix $V$. A finite magnet whose zero-field Hamiltonian has such a symmetry, reversing the magnetisation, therefore has no equilibrium magnetisation at positive temperature and zero field, and its equilibrium magnetisation in a small field tends to zero with the field at that temperature.

## Where a simulation code meets the zero

In exact diagonalisation of a finite spin cluster, the identity fixes the magnetisation at zero field whenever the Hamiltonian has the spin-flip symmetry. If a computed thermal mean is larger than rounding explains, then the Hamiltonian matrix lacks the assumed symmetry, the magnetisation matrix is not odd under it, or the trace is wrong. The trace can go wrong, for example, when it is replaced by a sum over the lowest few eigenstates that cuts through a degenerate level. For two ferromagnetic Ising spins without a transverse field, keeping only up-up and discarding the degenerate down-down gives magnetisation 2 instead of 0.

In electronic structure, the same argument applies to a finite set of orbitals with a particle-conserving Hamiltonian, interacting or not: the thermal mean of a pair-annihilation operator vanishes. Here $S = e^{i\pi N/2}$, with $N$ the particle-number operator, commutes with the Hamiltonian, and the pair operator changes sign under it because it lowers $N$ by two. A mean-field calculation can still return a nonzero order parameter, because its effective Hamiltonian need not commute with $S$.

## Conjugation, cyclicity and a continuous quotient

**Transport by $S$.** Suppose that $SH = H'S$ and $SA = A'S$. Since $S$ is invertible, $H' = SHS^{-1}$ and $A' = SAS^{-1}$. Every power satisfies $(SHS^{-1})^k = SH^kS^{-1}$, so the exponential series gives $e^{-bH'} = S e^{-bH} S^{-1}$. Hence

$$\operatorname{tr}(e^{-bH'}A') = \operatorname{tr}(S e^{-bH} S^{-1} S A S^{-1}) = \operatorname{tr}(S e^{-bH} A S^{-1}) = \operatorname{tr}(e^{-bH}A),$$

where the last step uses the cyclicity of the trace.

**The vanishing trace.** Let $SH = HS$ and $SA = \omega AS$ with a complex number $\omega \neq 1$. Then $H' = H$ and $A' = \omega A$. With $t = \operatorname{tr}(e^{-bH}A)$, transport gives $\omega t = t$, so $(\omega - 1)t = 0$ and $t = 0$. The sign change is the case $\omega = -1$.

**The partition function.** Let $H$ be Hermitian on a space of dimension at least one. Then $K = e^{-bH/2}$ is Hermitian and invertible, and

$$\operatorname{tr}(e^{-bH}) = \operatorname{tr}(K^\dagger K) = \sum_{i,j}|K_{ij}|^2 > 0.$$

**The zero-field limit.** The mean in the perturbed system is

$$\langle A\rangle_h = \frac{\operatorname{tr}(e^{-b(H+hV)}A)}{\operatorname{tr}(e^{-b(H+hV)})}.$$

Numerator and denominator are continuous in $h$, because the matrix exponential is continuous. The denominator is nonzero at $h = 0$, so the quotient is continuous there. Its value at $h = 0$ is zero, and therefore $\langle A\rangle_h \to 0$.

**Reversing the field.** Take $\omega = -1$ and put $H_\pm = H \pm hA$. Then

$$SH_- = SH - hSA = HS + hAS = H_+S.$$

Transport of the identity matrix gives $\operatorname{tr}(e^{-bH_+}) = \operatorname{tr}(e^{-bH_-})$. Transport of $A$ to $-A$ gives $\operatorname{tr}(e^{-bH_+}A) = -\operatorname{tr}(e^{-bH_-}A)$. The partition function is even in the field and the unnormalised magnetisation is odd.

**Two spins and one spin.** With Pauli matrices $\sigma^x_i$ and $\sigma^z_i$ on spins $i = 1, 2$, the pair

$$H = -J\sigma^z_1\sigma^z_2 - g(\sigma^x_1 + \sigma^x_2)$$

has coupling $J$ and transverse field $g$. The flip $S = \sigma^x_1\sigma^x_2$ leaves $H$ unchanged and reverses $A = \sigma^z_1 + \sigma^z_2$, so the identity applies.

For one spin with $H = -h\sigma^z$, the Boltzmann factors are $e^{bh}$ and $e^{-bh}$, and

$$\langle\sigma^z\rangle = \frac{e^{bh} - e^{-bh}}{e^{bh} + e^{-bh}} = \tanh(bh).$$

## The Lean file

```lean
import Mathlib

open Matrix Filter Topology
open scoped ComplexOrder

namespace FiniteSymmetryBreaking

noncomputable section

variable {n : Type*} [Fintype n] [DecidableEq n]

/-- The unnormalised Gibbs weight `exp(-b H)` at inverse temperature `b`. -/
def gibbsWeight (b : ℝ) (H : Matrix n n ℂ) : Matrix n n ℂ :=
  NormedSpace.exp ((-(b : ℂ)) • H)

/-- The thermal mean `trace(exp(-b H) A) / trace(exp(-b H))`, meant for Hamiltonians whose
partition function `trace(exp(-b H))` is nonzero. -/
def gibbsMean (b : ℝ) (H A : Matrix n n ℂ) : ℂ :=
  (gibbsWeight b H * A).trace / (gibbsWeight b H).trace

/-- The partition function of a Hermitian Hamiltonian on a nonzero finite-dimensional space
does not vanish. -/
theorem partition_ne_zero [Nonempty n] (b : ℝ) {H : Matrix n n ℂ} (hH : H.IsHermitian) :
    (gibbsWeight b H).trace ≠ 0 := by
  -- the weight is the square of the Hermitian matrix `exp(-b H / 2)`
  have hherm : ((-((b / 2 : ℝ) : ℂ)) • H).IsHermitian := by
    unfold Matrix.IsHermitian
    rw [Matrix.conjTranspose_smul, hH.eq, star_neg]
    congr 2
    exact Complex.conj_ofReal _
  have hK := hherm.exp
  have hsq : gibbsWeight b H = NormedSpace.exp ((-((b / 2 : ℝ) : ℂ)) • H) *
      NormedSpace.exp ((-((b / 2 : ℝ) : ℂ)) • H) := by
    rw [← Matrix.exp_add_of_commute _ _ (Commute.refl _), ← add_smul, gibbsWeight]
    congr 2
    push_cast
    ring
  intro h0
  have hu := Matrix.isUnit_exp ((-((b / 2 : ℝ) : ℂ)) • H)
  rw [hsq] at h0
  nth_rewrite 1 [← hK.eq] at h0
  -- a vanishing trace would make an invertible matrix zero
  rw [Matrix.trace_conjTranspose_mul_self_eq_zero_iff.mp h0] at hu
  exact not_isUnit_zero hu

/-- If an invertible `S` carries `H` to `H'` and `A` to `A'`, the unnormalised thermal trace of
`A'` under `H'` equals that of `A` under `H`. -/
theorem trace_transport (b : ℝ) {S H H' A A' : Matrix n n ℂ} (hS : IsUnit S)
    (hH : S * H = H' * S) (hA : S * A = A' * S) :
    (gibbsWeight b H' * A').trace = (gibbsWeight b H * A).trace := by
  have hdet : IsUnit S.det := (Matrix.isUnit_iff_isUnit_det S).mp hS
  have hl : S⁻¹ * S = 1 := Matrix.nonsing_inv_mul S hdet
  have hr : S * S⁻¹ = 1 := Matrix.mul_nonsing_inv S hdet
  have hH' : H' = S * H * S⁻¹ := by rw [hH, mul_assoc, hr, mul_one]
  have hA' : A' = S * A * S⁻¹ := by rw [hA, mul_assoc, hr, mul_one]
  -- conjugation passes through the exponential
  have hW : gibbsWeight b H' = S * gibbsWeight b H * S⁻¹ := by
    have h1 : (-(b : ℂ)) • H' = S * ((-(b : ℂ)) • H) * S⁻¹ := by
      rw [hH', Matrix.mul_smul, Matrix.smul_mul]
    rw [gibbsWeight, h1, Matrix.exp_conj S _ hS, gibbsWeight]
  have hprod : gibbsWeight b H' * A' = S * (gibbsWeight b H * A) * S⁻¹ := by
    calc gibbsWeight b H' * A'
        = S * gibbsWeight b H * (S⁻¹ * S) * A * S⁻¹ := by
          rw [hW, hA']
          simp only [mul_assoc]
      _ = S * (gibbsWeight b H * A) * S⁻¹ := by
          rw [hl, mul_one]
          simp only [mul_assoc]
  -- cyclicity of the trace removes `S`
  rw [hprod, Matrix.trace_mul_comm, ← mul_assoc, hl, one_mul]

/-- If an invertible `S` commutes with `H` and multiplies `A` by a factor `ω ≠ 1`, in the sense
`S A = ω A S`, then `trace(exp(-b H) A) = 0` for every real `b`. -/
theorem charged_trace_eq_zero (b : ℝ) {S H A : Matrix n n ℂ} {ω : ℂ} (hS : IsUnit S)
    (hH : S * H = H * S) (hA : S * A = ω • (A * S)) (hω : ω ≠ 1) :
    (gibbsWeight b H * A).trace = 0 := by
  have h := trace_transport b (A' := ω • A) hS hH (by rw [hA, Matrix.smul_mul])
  rw [Matrix.mul_smul, Matrix.trace_smul, smul_eq_mul] at h
  have h2 : (ω - 1) * (gibbsWeight b H * A).trace = 0 := by linear_combination h
  exact (mul_eq_zero.mp h2).resolve_left (sub_ne_zero.mpr hω)

/-- If an invertible `S` commutes with `H` and anticommutes with `A`, then
`trace(exp(-b H) A) = 0` for every real `b`. -/
theorem odd_trace_eq_zero (b : ℝ) {S H A : Matrix n n ℂ} (hS : IsUnit S)
    (hH : S * H = H * S) (hA : S * A = -(A * S)) :
    (gibbsWeight b H * A).trace = 0 :=
  charged_trace_eq_zero b (ω := -1) hS hH (by rw [hA, neg_one_smul]) (by norm_num)

/-- No spontaneous symmetry breaking in a finite system: let `H` be Hermitian, and let an
invertible `S` satisfy `S H = H S` and `S A = ω A S` with `ω ≠ 1`. Then the thermal mean of `A`
under `H + h V` tends to zero as the real field `h` tends to zero, for every matrix `V`. -/
theorem no_spontaneous_breaking [Nonempty n] (b : ℝ) {S H A : Matrix n n ℂ} {ω : ℂ}
    (hherm : H.IsHermitian) (hS : IsUnit S) (hH : S * H = H * S)
    (hA : S * A = ω • (A * S)) (hω : ω ≠ 1) (V : Matrix n n ℂ) :
    Tendsto (fun h : ℝ => gibbsMean b (H + (h : ℂ) • V) A) (𝓝 0) (𝓝 0) := by
  have hexp : Continuous (NormedSpace.exp : Matrix n n ℂ → Matrix n n ℂ) := by
    open scoped Matrix.Norms.Operator in exact NormedSpace.exp_continuous
  have hlin : Continuous fun h : ℝ => (-(b : ℂ)) • (H + (h : ℂ) • V) := by
    fun_prop
  have hW : Continuous fun h : ℝ => gibbsWeight b (H + (h : ℂ) • V) := hexp.comp hlin
  have hnum : Continuous fun h : ℝ => (gibbsWeight b (H + (h : ℂ) • V) * A).trace :=
    (hW.matrix_mul continuous_const).matrix_trace
  -- the mean is continuous at zero field because the partition function is nonzero there
  have hc : ContinuousAt (fun h : ℝ => gibbsMean b (H + (h : ℂ) • V) A) 0 :=
    hnum.continuousAt.div hW.matrix_trace.continuousAt
      (by simpa using partition_ne_zero b hherm)
  have h0 : gibbsMean b (H + ((0 : ℝ) : ℂ) • V) A = 0 := by
    rw [Complex.ofReal_zero, zero_smul, add_zero, gibbsMean,
      charged_trace_eq_zero b hS hH hA hω, zero_div]
  simpa only [h0] using hc.tendsto

/-- If an invertible `S` commutes with `H` and anticommutes with `A`, then reversing the field
`h` in `H - h A` preserves the partition function and reverses the thermal trace of `A`. -/
theorem field_reversal (b h : ℝ) {S H A : Matrix n n ℂ} (hS : IsUnit S)
    (hH : S * H = H * S) (hA : S * A = -(A * S)) :
    (gibbsWeight b (H + (h : ℂ) • A)).trace = (gibbsWeight b (H - (h : ℂ) • A)).trace ∧
    (gibbsWeight b (H + (h : ℂ) • A) * A).trace =
      -(gibbsWeight b (H - (h : ℂ) • A) * A).trace := by
  have hf : S * (H - (h : ℂ) • A) = (H + (h : ℂ) • A) * S := by
    rw [mul_sub, add_mul, Matrix.mul_smul, Matrix.smul_mul, hH, hA, smul_neg, sub_neg_eq_add]
  constructor
  · simpa only [mul_one] using
      trace_transport b (A := 1) (A' := 1) hS hf (by rw [mul_one, one_mul])
  · have ht := trace_transport b (A' := -A) hS hf (by rw [hA, neg_mul])
    rw [mul_neg, Matrix.trace_neg] at ht
    linear_combination -ht

/-- Two Ising spins with coupling `J` in a transverse field `g`, in the basis
up-up, up-down, down-up, down-down. -/
def isingPair (J g : ℝ) : Matrix (Fin 4) (Fin 4) ℂ :=
  !![-J, -g, -g, 0; -g, J, 0, -g; -g, 0, J, -g; 0, -g, -g, -J]

/-- The simultaneous flip of both spins. -/
def flipBoth : Matrix (Fin 4) (Fin 4) ℂ :=
  !![0, 0, 0, 1; 0, 0, 1, 0; 0, 1, 0, 0; 1, 0, 0, 0]

/-- The total magnetisation of the two spins along the coupling axis. -/
def magnetisation : Matrix (Fin 4) (Fin 4) ℂ :=
  !![2, 0, 0, 0; 0, 0, 0, 0; 0, 0, 0, 0; 0, 0, 0, -2]

/-- The Ising pair is Hermitian, and the invertible flip of both spins commutes with it and
anticommutes with the magnetisation. -/
theorem isingPair_witness (J g : ℝ) :
    (isingPair J g).IsHermitian ∧ IsUnit flipBoth ∧
    flipBoth * isingPair J g = isingPair J g * flipBoth ∧
    flipBoth * magnetisation = -(magnetisation * flipBoth) := by
  have hsq : flipBoth * flipBoth = 1 := by
    ext i j
    fin_cases i <;> fin_cases j <;> simp [flipBoth, Matrix.mul_apply, Fin.sum_univ_four]
  refine ⟨?_, ⟨⟨flipBoth, flipBoth, hsq, hsq⟩, rfl⟩, ?_, ?_⟩
  · ext i j
    fin_cases i <;> fin_cases j <;> simp [isingPair, Matrix.conjTranspose_apply]
  · ext i j
    fin_cases i <;> fin_cases j <;>
      simp [flipBoth, isingPair, Matrix.mul_apply, Fin.sum_univ_four]
  · ext i j
    fin_cases i <;> fin_cases j <;>
      simp [flipBoth, magnetisation, Matrix.mul_apply, Fin.sum_univ_four]

/-- A single spin with energies `-h` (up) and `h` (down) has thermal magnetisation
`tanh(b h)`. -/
theorem spin_in_field (b h : ℝ) :
    gibbsMean b (Matrix.diagonal ![-(h : ℂ), (h : ℂ)]) (Matrix.diagonal ![1, -1]) =
      Complex.tanh (b * h) := by
  have hW : gibbsWeight b (Matrix.diagonal ![-(h : ℂ), (h : ℂ)]) =
      Matrix.diagonal ![Complex.exp (b * h), Complex.exp (-(b * h))] := by
    have h1 : (-(b : ℂ)) • Matrix.diagonal ![-(h : ℂ), (h : ℂ)] =
        Matrix.diagonal ![(b : ℂ) * h, -((b : ℂ) * h)] := by
      ext i j
      fin_cases i <;> fin_cases j <;> simp
    rw [gibbsWeight, h1, Matrix.exp_diagonal]
    congr 1
    funext i
    rw [Pi.coe_exp, ← Complex.exp_eq_exp_ℂ]
    fin_cases i <;> simp
  -- the two Boltzmann factors combine to `sinh / cosh`
  rw [gibbsMean, hW, Matrix.diagonal_mul_diagonal, Matrix.trace_fin_two, Matrix.trace_fin_two,
    Complex.tanh_eq_sinh_div_cosh, Complex.sinh, Complex.cosh,
    div_div_div_cancel_right₀ (two_ne_zero : (2 : ℂ) ≠ 0)]
  simp [sub_eq_add_neg]

end

end FiniteSymmetryBreaking
```

```lean
#print axioms FiniteSymmetryBreaking.odd_trace_eq_zero
#print axioms FiniteSymmetryBreaking.no_spontaneous_breaking
#print axioms FiniteSymmetryBreaking.field_reversal
#print axioms FiniteSymmetryBreaking.spin_in_field
```

```
'FiniteSymmetryBreaking.odd_trace_eq_zero' depends on axioms: [propext, Classical.choice, Quot.sound]
'FiniteSymmetryBreaking.no_spontaneous_breaking' depends on axioms: [propext, Classical.choice, Quot.sound]
'FiniteSymmetryBreaking.field_reversal' depends on axioms: [propext, Classical.choice, Quot.sound]
'FiniteSymmetryBreaking.spin_in_field' depends on axioms: [propext, Classical.choice, Quot.sound]
```

## The statements in physical terms

The finite type `n` labels the basis states, and operators are complex matrices `Matrix n n ℂ`. `gibbsWeight b H` is $e^{-bH}$ without normalisation, and `gibbsMean b H A` divides by the partition function. The letter `h` is a field in energy units, not Planck's constant.

`odd_trace_eq_zero` is the identity at the top. Its hypotheses are `IsUnit S`, which says that $S$ is invertible, and the two relations with $H$ and $A$. It asks neither that $H$ be Hermitian nor that $S$ be unitary. `charged_trace_eq_zero` allows a general factor $\omega \neq 1$, as for a clock variable or a pair operator that picks up a phase.

`no_spontaneous_breaking` adds `hherm`, the Hermiticity of $H$, and `[Nonempty n]`, which excludes the zero-dimensional space. `Tendsto` with `𝓝 0` on both sides is the limit as $h \to 0$ from either direction, and it also includes the value zero at $h = 0$ itself. The matrix $V$ need not be Hermitian, so the partition function might vanish at some larger field. Lean then sets the quotient to zero, which has no effect on the limit.

## How the lemmas carry the calculation

`partition_ne_zero` writes the weight as the square of the half-temperature exponential in `hsq`. If the trace vanished, `Matrix.trace_conjTranspose_mul_self_eq_zero_iff` would make that exponential zero, although it is invertible.

`trace_transport` solves for $H'$ and $A'$, moves the conjugation through the exponential with `Matrix.exp_conj`, and removes $S$ with `Matrix.trace_mul_comm`. `charged_trace_eq_zero` applies it with `A' := ω • A`; `linear_combination h`, where `h` names the resulting equation and not a field, turns it into $(\omega - 1)t = 0$, and the nonzero factor is cancelled. `odd_trace_eq_zero` sets $\omega = -1$.

In `no_spontaneous_breaking`, `hnum` is the continuity of the numerator, `hc` that of the quotient at zero field, and `h0` the value there. `field_reversal` proves $SH_- = H_+S$ as `hf` and then uses transport twice, once for the identity matrix and once for $A$.

`isingPair_witness` checks the $4\times4$ matrices entry by entry, with the flip as its own inverse. This confirms the hypotheses for all real $J$ and $g$. `spin_in_field` exponentiates a diagonal matrix and recognises the quotient as a hyperbolic tangent.

## Fixed size, linear symmetries and the order of limits

The theorems hold for a matrix of fixed finite size. Spontaneous symmetry breaking in a macroscopic magnet concerns another order of limits: the system grows first, and the field is removed afterwards. Nothing here bounds how small the field must be as the system grows, so the theorems do not cover the thermodynamic limit, and a vanishing mean in a finite cluster is no evidence against an ordered phase. Codes therefore often look at $\langle A^2\rangle$ or at correlations, which the sign change does not force to zero.

The single spin shows a similar effect in temperature. At fixed $b$, $\tanh(bh)$ goes to zero with the field. At fixed $h > 0$, it goes to 1 as $b \to \infty$, however small $h$ is. A ground-state calculation in a weak field can thus report full polarisation where a thermal calculation at the same field reports almost none.

At $b = 0$ the identity reduces to $\operatorname{tr}A = 0$. On a one-dimensional space $S$ is a nonzero number, so $SA = -AS$ already forces $A = 0$.

Two small examples show what the hypotheses do:

- **The symmetry of $H$.** For the single spin, $S = \sigma^x$ is invertible and reverses $\sigma^z$, but it does not commute with $-h\sigma^z$ when $h \neq 0$. The mean is $\tanh(bh)$, which is nonzero for $b \neq 0$.
- **The invertibility of $S$.** A nonzero $S$ is not enough. Take $H = 0$, $S = \operatorname{diag}(1,0)$ and $A = \operatorname{diag}(0,1)$. Both relations hold because $SA = AS = 0$, yet $\operatorname{tr}(e^{-bH}A) = 1$.

The symmetry $S$ acts as a matrix, hence linearly. Time reversal, which involves complex conjugation, needs a separate argument. The theorems also concern exact traces, so rounding, sampling noise and a Markov chain stuck in one magnetisation sector must be assessed separately.
